# The momentum average of the $\hbar^2$ Wigner correction is $-\beta/3$ times the Bohm potential of $e^{-\beta V/2}$

## A quantum correction three times too large

Take a non-degenerate thermal gas of non-interacting electrons in a smooth potential $V$ and correct its unnormalised classical density by adding the Bohm potential of the amplitude $e^{-\beta V/2}$ to $V$. At leading order in $\hbar^2$ the correction comes out three times too large wherever that Bohm potential is nonzero. The right weight is one third, as averaging the Wigner correction over momentum shows.

The setting is one particle of mass $m$ on a line at inverse temperature $\beta$. To order $\hbar^2$, its unnormalised thermal Wigner function is
$$e^{-\beta(p^2/2m+V(x))}\,\bigl[1+\hbar^2\chi(x,p)\bigr],$$
$$\chi=-\frac{\beta^2V''}{8m}+\frac{\beta^3V'^2}{24m}+\frac{\beta^3p^2V''}{24m^2}.$$
This expansion is the starting point here and is not derived. Integrating over $p$ gives the position density, so the relative correction to the density is $\hbar^2\langle\chi\rangle$, where the average is taken with weight $e^{-\beta p^2/2m}$.

Some density-gradient models of semiconductor devices use one third of the Bohm potential of $\sqrt n$, where $n$ is the carrier density. At leading order $n$ is proportional to $e^{-\beta V}$, so $\sqrt n$ and $e^{-\beta V/2}$ have the same Bohm potential. At that order the result accounts for the factor $1/3$, for non-interacting carriers with Boltzmann statistics in one dimension and a given smooth potential.

## What is claimed, and for which potentials

Let $f=e^{-\beta V/2}$, so that $f^2$ is the classical Boltzmann factor, and let $Q=-\frac{1}{2m}\frac{f''}{f}$ be its Bohm potential with $\hbar^2$ taken out. For $\beta,m>0$ the main theorem, `thermalAverage_wignerCorrection_eq_bohm`, says
$$\langle\chi\rangle=-\frac{\beta Q}{3}.$$

The Lean objects correspond to the physics as follows.

- `wignerCorrection β m V x p` is $\chi(x,p)$, with `deriv V x` for $V'(x)$ and `deriv (deriv V) x` for $V''(x)$.
- `thermalAverage β m g` is a quotient of two integrals over all real momenta, so the weight needs no separate normalisation.
- `boltzmannAmplitude β V` is $f$.
- `bohmPotential m f x` is defined for any amplitude through its second derivative.

The hypotheses `hV` and `hV'` ask that $V$ be differentiable everywhere and $V'$ be differentiable at the point $x$; every $C^2$ potential qualifies. An abrupt band-edge step does not. The potential is given, not solved for together with a Poisson equation.

Two further theorems interpret the result. `hasDerivAt_effective_boltzmann` concerns the effective potential $V+sQ/3$, where $s$ stands for $\hbar^2$: at $s=0$ its Boltzmann factor has slope $e^{-\beta V}\langle\chi\rangle$. `wignerCorrection_eq_average_iff` says that $\chi(x,p)=\langle\chi\rangle$ exactly when $V''(x)=0$ or $p^2=m/\beta$.

## From the Gaussian moment to the factor one third

Put $b=\beta/(2m)$. Since
$$\frac{d}{dp}\bigl(p\,e^{-bp^2}\bigr)=(1-2bp^2)\,e^{-bp^2}$$
and $p\,e^{-bp^2}$ vanishes at both ends, integration gives
$$\int p^2e^{-bp^2}dp=\frac{1}{2b}\int e^{-bp^2}dp .$$
Hence $\langle p^2\rangle=1/(2b)=m/\beta$, and $\langle a+cp^2\rangle=a+cm/\beta$ for constants $a,c$. Applied to $\chi$,
$$\langle\chi\rangle=\frac{\beta^3V'^2}{24m}-\frac{\beta^2V''}{8m}+\frac{\beta^2V''}{24m}=\frac{\beta^3V'^2}{24m}-\frac{\beta^2V''}{12m}.$$

For the other side, $f'=-\frac{\beta}{2}V'f$, and differentiating again,
$$f''=\Bigl(\frac{\beta^2V'^2}{4}-\frac{\beta V''}{2}\Bigr)f,\qquad Q=-\frac{\beta^2V'^2}{8m}+\frac{\beta V''}{4m}.$$
Multiplying $Q$ by $-\beta/3$ reproduces $\langle\chi\rangle$ term by term.

The slope follows from the chain rule with $Q$ held fixed:
$$\frac{d}{ds}e^{-\beta(V+sQ/3)}\Big|_{s=0}=-\frac{\beta Q}{3}e^{-\beta V}=e^{-\beta V}\langle\chi\rangle.$$
Subtracting the average from $\chi$ leaves
$$\chi(x,p)-\langle\chi\rangle=\frac{\beta^3}{24m^2}\,V''(x)\Bigl(p^2-\frac{m}{\beta}\Bigr),$$
which vanishes exactly in the two cases named.

## A harmonic well in numbers

Take $\beta=m=1$, $V=x^2/2$ and $x=1$, so $V'=V''=1$. Then
$$\chi=-\frac18+\frac1{24}+\frac{p^2}{24}=\frac{p^2-2}{24},$$
and $\langle p^2\rangle=1$ gives $\langle\chi\rangle=-1/24$. On the other side $f=e^{-x^2/4}$ has $f''/f=x^2/4-1/2=-1/4$, so $Q=1/8$ and $-Q/3=-1/24$. With the full $Q$ the correction would have been $-1/8$. At $p=\pm1$ the correction equals its average, as $p^2=m/\beta$ requires.

## The Lean file

```lean
import Mathlib

open MeasureTheory

namespace DensityGradient

noncomputable section

/-- The coefficient `χ` of `ħ²` in the factor `1 + ħ² χ` that multiplies the classical Boltzmann
factor in the thermal Wigner function to order `ħ²`, at position `x` and momentum `p`, for a
particle of mass `m > 0` in a twice differentiable potential `V`. -/
def wignerCorrection (β m : ℝ) (V : ℝ → ℝ) (x p : ℝ) : ℝ :=
  -β ^ 2 * deriv (deriv V) x / (8 * m) + β ^ 3 * (deriv V x) ^ 2 / (24 * m)
    + β ^ 3 * p ^ 2 * deriv (deriv V) x / (24 * m ^ 2)

/-- The average of `g` over momentum with the Maxwell weight `exp(-β p² / (2m))`, for `β > 0`,
`m > 0` and `g` integrable against that weight. -/
def thermalAverage (β m : ℝ) (g : ℝ → ℝ) : ℝ :=
  (∫ p : ℝ, g p * Real.exp (-(β / (2 * m)) * p ^ 2)) /
    ∫ p : ℝ, Real.exp (-(β / (2 * m)) * p ^ 2)

/-- The Bohm potential `-(1/(2m)) f''/f` of an amplitude `f`, with the factor `ħ²` taken out, for
`m ≠ 0` and `f` twice differentiable, at points where `f` does not vanish. -/
def bohmPotential (m : ℝ) (f : ℝ → ℝ) (x : ℝ) : ℝ :=
  -(1 / (2 * m)) * (deriv (deriv f) x / f x)

/-- The amplitude `exp(-β V / 2)`, whose square is the classical Boltzmann factor. -/
def boltzmannAmplitude (β : ℝ) (V : ℝ → ℝ) (x : ℝ) : ℝ :=
  Real.exp (-β * V x / 2)

/-- For `b > 0` the function `p² exp(-b p²)` is integrable, and its integral is that of
`exp(-b p²)` divided by `2b`. -/
theorem gaussian_second_moment {b : ℝ} (hb : 0 < b) :
    Integrable (fun p : ℝ => p ^ 2 * Real.exp (-b * p ^ 2)) ∧
      ∫ p : ℝ, p ^ 2 * Real.exp (-b * p ^ 2) =
        (∫ p : ℝ, Real.exp (-b * p ^ 2)) / (2 * b) := by
  have h0 : Integrable (fun p : ℝ => Real.exp (-b * p ^ 2)) := integrable_exp_neg_mul_sq hb
  have h1 : Integrable (fun p : ℝ => p * Real.exp (-b * p ^ 2)) :=
    integrable_mul_exp_neg_mul_sq hb
  have h2 : Integrable (fun p : ℝ => p ^ 2 * Real.exp (-b * p ^ 2)) := by
    have h := integrable_rpow_mul_exp_neg_mul_sq hb (s := 2) (by norm_num)
    simpa only [Real.rpow_two] using h
  have hd : ∀ p : ℝ, HasDerivAt (fun p : ℝ => p * Real.exp (-b * p ^ 2))
      (Real.exp (-b * p ^ 2) - 2 * b * (p ^ 2 * Real.exp (-b * p ^ 2))) p := by
    intro p
    have hq : HasDerivAt (fun p : ℝ => -b * p ^ 2) (-b * (2 * p)) p :=
      ((hasDerivAt_pow 2 p).const_mul (-b)).congr_deriv (by simp)
    exact ((hasDerivAt_id' p).fun_mul hq.exp).congr_deriv (by ring)
  -- the total derivative of `p exp(-b p²)` integrates to zero
  have hz : ∫ p : ℝ, (Real.exp (-b * p ^ 2) - 2 * b * (p ^ 2 * Real.exp (-b * p ^ 2))) = 0 :=
    integral_eq_zero_of_hasDerivAt_of_integrable hd (h0.sub (h2.const_mul (2 * b))) h1
  rw [integral_sub h0 (h2.const_mul (2 * b)), integral_const_mul] at hz
  refine ⟨h2, ?_⟩
  rw [eq_div_iff (by positivity)]
  linear_combination -hz

/-- For `β, m > 0` the thermal average of `a + c p²` is `a + c m/β`. -/
theorem thermalAverage_quadratic {β m : ℝ} (hβ : 0 < β) (hm : 0 < m) (a c : ℝ) :
    thermalAverage β m (fun p => a + c * p ^ 2) = a + c * (m / β) := by
  have hb : 0 < β / (2 * m) := by positivity
  obtain ⟨h2, hI⟩ := gaussian_second_moment hb
  have h0 : Integrable (fun p : ℝ => Real.exp (-(β / (2 * m)) * p ^ 2)) :=
    integrable_exp_neg_mul_sq hb
  have hZ : 0 < ∫ p : ℝ, Real.exp (-(β / (2 * m)) * p ^ 2) := by
    rw [integral_gaussian]
    positivity
  have hs : ∫ p : ℝ, (a + c * p ^ 2) * Real.exp (-(β / (2 * m)) * p ^ 2) =
      a * (∫ p : ℝ, Real.exp (-(β / (2 * m)) * p ^ 2)) +
        c * ∫ p : ℝ, p ^ 2 * Real.exp (-(β / (2 * m)) * p ^ 2) := by
    rw [← integral_const_mul, ← integral_const_mul,
      ← integral_add (h0.const_mul a) (h2.const_mul c)]
    congr 1
    ext p
    ring
  unfold thermalAverage
  rw [hs, hI]
  generalize (∫ p : ℝ, Real.exp (-(β / (2 * m)) * p ^ 2)) = Z at hZ ⊢
  have hZ' : Z ≠ 0 := hZ.ne'
  field_simp

/-- For `β, m > 0` the momentum average of the Wigner correction is
`β³ V'²/(24m) - β² V''/(12m)`. -/
theorem thermalAverage_wignerCorrection {β m : ℝ} (hβ : 0 < β) (hm : 0 < m)
    (V : ℝ → ℝ) (x : ℝ) :
    thermalAverage β m (wignerCorrection β m V x) =
      β ^ 3 * (deriv V x) ^ 2 / (24 * m) - β ^ 2 * deriv (deriv V) x / (12 * m) := by
  -- sort the correction by powers of the momentum
  have h : wignerCorrection β m V x = fun p =>
      (-β ^ 2 * deriv (deriv V) x / (8 * m) + β ^ 3 * (deriv V x) ^ 2 / (24 * m))
        + (β ^ 3 * deriv (deriv V) x / (24 * m ^ 2)) * p ^ 2 := by
    ext p
    simp only [wignerCorrection]
    ring
  rw [h, thermalAverage_quadratic hβ hm]
  field_simp
  ring

/-- If `V` is differentiable and `V'` is differentiable at `x`, the amplitude
`f = exp(-β V / 2)` satisfies `f'' = (β² V'²/4 - β V''/2) f` at `x`. -/
theorem deriv_deriv_boltzmannAmplitude (β : ℝ) {V : ℝ → ℝ} {x : ℝ}
    (hV : Differentiable ℝ V) (hV' : DifferentiableAt ℝ (deriv V) x) :
    deriv (deriv (boltzmannAmplitude β V)) x =
      (β ^ 2 * (deriv V x) ^ 2 / 4 - β * deriv (deriv V) x / 2)
        * boltzmannAmplitude β V x := by
  have h1 : ∀ y, HasDerivAt (boltzmannAmplitude β V)
      (-β / 2 * deriv V y * boltzmannAmplitude β V y) y := by
    intro y
    have h := (((hV y).hasDerivAt.const_mul (-β)).div_const 2).exp
    exact h.congr_deriv (by simp only [boltzmannAmplitude]; ring)
  have h2 : deriv (boltzmannAmplitude β V) =
      fun y => -β / 2 * deriv V y * boltzmannAmplitude β V y :=
    funext fun y => (h1 y).deriv
  rw [h2]
  exact (((hV'.hasDerivAt.const_mul (-β / 2)).fun_mul (h1 x)).congr_deriv (by ring)).deriv

/-- For `β, m > 0`, `V` differentiable and `V'` differentiable at `x`, the momentum average of
the Wigner correction is `-β Q / 3`, with `Q` the Bohm potential of `exp(-β V / 2)`. -/
theorem thermalAverage_wignerCorrection_eq_bohm {β m : ℝ} (hβ : 0 < β) (hm : 0 < m)
    {V : ℝ → ℝ} {x : ℝ} (hV : Differentiable ℝ V) (hV' : DifferentiableAt ℝ (deriv V) x) :
    thermalAverage β m (wignerCorrection β m V x) =
      -β * bohmPotential m (boltzmannAmplitude β V) x / 3 := by
  have hf : boltzmannAmplitude β V x ≠ 0 := (Real.exp_pos _).ne'
  rw [thermalAverage_wignerCorrection hβ hm, bohmPotential,
    deriv_deriv_boltzmannAmplitude β hV hV', mul_div_cancel_right₀ _ hf]
  field_simp
  ring

/-- For `β, m > 0`, `V` differentiable and `V'` differentiable at `x`, the Boltzmann factor of the
effective potential `V + s Q / 3` has, at `s = 0`, the slope in `s` given by the classical Boltzmann
factor times the averaged Wigner correction. Here `Q` is the Bohm potential of `exp(-β V / 2)` at
`x`, held fixed as `s` varies, and `s` stands for `ħ²`. -/
theorem hasDerivAt_effective_boltzmann {β m : ℝ} (hβ : 0 < β) (hm : 0 < m)
    {V : ℝ → ℝ} {x : ℝ} (hV : Differentiable ℝ V) (hV' : DifferentiableAt ℝ (deriv V) x) :
    HasDerivAt
      (fun s : ℝ =>
        Real.exp (-β * (V x + s * bohmPotential m (boltzmannAmplitude β V) x / 3)))
      (Real.exp (-β * V x) * thermalAverage β m (wignerCorrection β m V x)) 0 := by
  rw [thermalAverage_wignerCorrection_eq_bohm hβ hm hV hV']
  generalize bohmPotential m (boltzmannAmplitude β V) x = Q
  have h := (((((hasDerivAt_id' (0 : ℝ)).mul_const Q).div_const 3).const_add
    (V x)).const_mul (-β)).exp
  exact h.congr_deriv (by simp only [zero_mul, zero_div, add_zero]; ring)

/-- For `β, m > 0` the Wigner correction at momentum `p` equals its momentum average exactly
when `V'' = 0` at that position or `p² = m/β`. -/
theorem wignerCorrection_eq_average_iff {β m : ℝ} (hβ : 0 < β) (hm : 0 < m)
    (V : ℝ → ℝ) (x p : ℝ) :
    wignerCorrection β m V x p = thermalAverage β m (wignerCorrection β m V x) ↔
      deriv (deriv V) x = 0 ∨ p ^ 2 = m / β := by
  have hc : β ^ 3 / (24 * m ^ 2) ≠ 0 := by positivity
  -- the deviation from the average is carried by the curvature of the potential
  have key : wignerCorrection β m V x p - thermalAverage β m (wignerCorrection β m V x) =
      β ^ 3 / (24 * m ^ 2) * (deriv (deriv V) x * (p ^ 2 - m / β)) := by
    rw [thermalAverage_wignerCorrection hβ hm]
    simp only [wignerCorrection]
    field_simp
    ring
  rw [← sub_eq_zero (a := wignerCorrection β m V x p), key, mul_eq_zero, or_iff_right hc,
    mul_eq_zero, sub_eq_zero]

end

end DensityGradient
```

```lean
#print axioms DensityGradient.thermalAverage_wignerCorrection_eq_bohm
-- 'DensityGradient.thermalAverage_wignerCorrection_eq_bohm' depends on axioms: [propext, Classical.choice, Quot.sound]
#print axioms DensityGradient.hasDerivAt_effective_boltzmann
-- 'DensityGradient.hasDerivAt_effective_boltzmann' depends on axioms: [propext, Classical.choice, Quot.sound]
#print axioms DensityGradient.wignerCorrection_eq_average_iff
-- 'DensityGradient.wignerCorrection_eq_average_iff' depends on axioms: [propext, Classical.choice, Quot.sound]
```

## How the lemmas carry the calculation

`gaussian_second_moment` does the integration by parts. The facts `h0`, `h1` and `h2` give integrability of $e^{-bp^2}$ times $1$, $p$ and $p^2$, and `hd` is the product rule. The boundary terms are handled by `integral_eq_zero_of_hasDerivAt_of_integrable`: if a function and its derivative are both integrable on the line, the derivative integrates to zero. Splitting that integral and solving for the second moment finishes the lemma.

`thermalAverage_quadratic` uses linearity of the integral (`hs`) and inserts the moment. The normalising integral is positive (`hZ`), so it can be named `Z` and cancelled.

`thermalAverage_wignerCorrection` sorts $\chi$ into a constant plus a multiple of $p^2$ and applies the previous lemma. It needs no smoothness of $V$, because the two derivatives enter only as numbers.

`deriv_deriv_boltzmannAmplitude` is where smoothness enters. The first derivative is computed at every point (`h1`), which turns $f'$ into an explicit function (`h2`); this is then differentiated at $x$ using `hV'`.

The main theorem rewrites both sides with these results, cancels $f(x)\neq0$, and leaves an algebraic identity to `field_simp` and `ring`. The slope theorem replaces the average by $-\beta Q/3$ and applies the chain rule. In the last theorem, `key` is the factorised difference above; its prefactor is nonzero by `hc`, so one of the other two factors must vanish.
